# Uniqueness of the Penrose inverse in a star ring, with its adjoint, Gram and least-squares identities

The operators are modelled as elements of a star ring, and a pseudo-inverse of $a$ is any element $x$ that satisfies the four Penrose equations, with no singular value decomposition behind it. Everything below, from uniqueness to the algebra of least squares, follows from those four equations and the rules for the adjoint.

```lean
import Mathlib

namespace PenroseInverse

variable {R : Type*} [Ring R] [StarRing R]

/-- The four Penrose equations: `x` is a Penrose inverse (pseudo-inverse) of `a`. -/
structure IsPenroseInverse (a x : R) : Prop where
  axa : a * x * a = a
  xax : x * a * x = x
  ax_star : star (a * x) = a * x
  xa_star : star (x * a) = x * a

/-- Two elements that satisfy the four Penrose equations for the same `a` are equal. -/
theorem penrose_unique {a x y : R} (h : IsPenroseInverse a x)
    (k : IsPenroseInverse a y) : x = y := by
  -- the two projections `a x` and `a y` coincide
  have h1 : a * x = a * y := calc
    a * x = star (a * x) := h.ax_star.symm
    _ = star ((a * y) * (a * x)) := by rw [← mul_assoc (a * y) a x, k.axa]
    _ = (a * x) * (a * y) := by rw [star_mul, h.ax_star, k.ax_star]
    _ = a * y := by rw [← mul_assoc, h.axa]
  -- and so do `x a` and `y a`
  have h2 : x * a = y * a := calc
    x * a = star (x * a) := h.xa_star.symm
    _ = star ((x * a) * (y * a)) := by
      rw [mul_assoc x a (y * a), ← mul_assoc a y a, k.axa]
    _ = (y * a) * (x * a) := by rw [star_mul, h.xa_star, k.xa_star]
    _ = y * a := by rw [mul_assoc y a (x * a), ← mul_assoc a x a, h.axa]
  calc x = x * a * x := h.xax.symm
    _ = y * (a * x) := by rw [h2, mul_assoc]
    _ = y * a * y := by rw [h1, mul_assoc]
    _ = y := k.xax

/-- The adjoint of the Penrose inverse of `a` is a Penrose inverse of the adjoint of `a`. -/
theorem penrose_adjoint {a x : R} (h : IsPenroseInverse a x) :
    IsPenroseInverse (star a) (star x) where
  axa := by rw [← star_mul, ← star_mul, ← mul_assoc, h.axa]
  xax := by rw [← star_mul, ← star_mul, ← mul_assoc, h.xax]
  ax_star := by rw [← star_mul, h.xa_star, h.xa_star]
  xa_star := by rw [← star_mul, h.ax_star, h.ax_star]

/-- The Penrose inverse `x` of `a` solves the normal equation `a* a x = a*`. -/
theorem normal_equation {a x : R} (h : IsPenroseInverse a x) :
    star a * (a * x) = star a := calc
  star a * (a * x) = star a * star (a * x) := by rw [h.ax_star]
  _ = star a := by rw [← star_mul, h.axa]

/-- If `x` is the Penrose inverse of `a`, then `x x*` is a Penrose inverse of the
Gram element `a* a`. -/
theorem penrose_gram {a x : R} (h : IsPenroseInverse a x) :
    IsPenroseInverse (star a * a) (x * star x) := by
  -- both products of the Gram element with `x x*` equal the projection `x a`
  have hgz : star a * a * (x * star x) = x * a := calc
    _ = star a * (a * x) * star x := by simp only [mul_assoc]
    _ = x * a := by rw [normal_equation h, ← star_mul, h.xa_star]
  have hzg : x * star x * (star a * a) = x * a := calc
    _ = x * (star x * star a) * a := by simp only [mul_assoc]
    _ = x * a * x * a := by
      rw [← star_mul, h.ax_star]
      simp only [mul_assoc]
    _ = x * a := by rw [h.xax]
  refine ⟨?_, ?_, ?_, ?_⟩
  · rw [hgz]
    calc x * a * (star a * a) = star (x * a) * star a * a := by
          rw [h.xa_star, mul_assoc (x * a) (star a) a]
      _ = star a * a := by rw [← star_mul, ← mul_assoc, h.axa]
  · rw [hzg, ← mul_assoc, h.xax]
  · rw [hgz, h.xa_star]
  · rw [hzg, h.xa_star]

/-- Let `x` satisfy the four Penrose equations for `a`. Then `x` is the only such element,
`x*` and `x x*` are Penrose inverses of `a*` and `a* a`, and `a x` and `x a` are
self-adjoint idempotents. -/
theorem penrose_main {a x : R} (h : IsPenroseInverse a x) :
    (∀ y, IsPenroseInverse a y → y = x) ∧
    IsPenroseInverse (star a) (star x) ∧
    IsPenroseInverse (star a * a) (x * star x) ∧
    (star (a * x) = a * x ∧ (a * x) * (a * x) = a * x) ∧
    (star (x * a) = x * a ∧ (x * a) * (x * a) = x * a) :=
  ⟨fun _ k => penrose_unique k h, penrose_adjoint h, penrose_gram h,
    ⟨h.ax_star, by rw [← mul_assoc, h.axa]⟩,
    ⟨h.xa_star, by rw [← mul_assoc, h.xax]⟩⟩

/-- If `a` has the Penrose inverse `x` and the Gram element `a* a` has the Penrose
inverse `z`, then `x = z a*`. -/
theorem penrose_from_gram {a x z : R} (h : IsPenroseInverse a x)
    (hz : IsPenroseInverse (star a * a) z) : x = z * star a := by
  rw [penrose_unique hz (penrose_gram h), mul_assoc, ← star_mul, h.ax_star,
    ← mul_assoc, h.xax]

/-- Pythagoras in a star ring: if `u* v = 0`, the square `(u + v)* (u + v)` is the sum of
the squares `u* u` and `v* v`. -/
theorem star_pythagoras {u v : R} (h : star u * v = 0) :
    star (u + v) * (u + v) = star u * u + star v * v := by
  have h' : star v * u = 0 := calc
    star v * u = star (star u * v) := by rw [star_mul, star_star]
    _ = 0 := by rw [h, star_zero]
  rw [star_add, add_mul, mul_add, mul_add, h, h', add_zero, zero_add]

/-- Least squares: with `x` the Penrose inverse of `a`, the squared residual of any trial
solution `y` of `a y = b` is that of `x b` plus the square of `a (y - x b)`. -/
theorem least_squares {a x : R} (h : IsPenroseInverse a x) (b y : R) :
    star (a * y - b) * (a * y - b) =
      star (a * (x * b) - b) * (a * (x * b) - b) +
      star (a * (y - x * b)) * (a * (y - x * b)) := by
  -- the residual of `x b` is orthogonal to the range of `a`
  have h0 : star a * (a * (x * b) - b) = 0 := by
    rw [mul_sub, ← mul_assoc a x b, ← mul_assoc (star a) (a * x) b,
      normal_equation h, sub_self]
  have h1 : star (a * (y - x * b)) * (a * (x * b) - b) = 0 := by
    rw [star_mul a (y - x * b), mul_assoc, h0, mul_zero]
  have h2 : a * y - b = a * (y - x * b) + (a * (x * b) - b) := by noncomm_ring
  rw [h2, star_pythagoras h1, add_comm]

/-- Minimal norm: with `x` the Penrose inverse of `a`, the square of any solution `y` of the
normal equation `a* a y = a* b` is that of `x b` plus the square of `y - x b`. -/
theorem minimal_norm {a x b y : R} (h : IsPenroseInverse a x)
    (hy : star a * (a * y) = star a * b) :
    star y * y = star (x * b) * (x * b) + star (y - x * b) * (y - x * b) := by
  have hp : x * a * (x * b) = x * b := by rw [← mul_assoc, h.xax]
  -- the normal equation fixes the component of `y` in the range of `x a`
  have hxy : x * a * y = x * b := calc
    x * a * y = x * (a * x) * a * y := by rw [← mul_assoc x a x, h.xax]
    _ = x * star (a * x) * a * y := by rw [h.ax_star]
    _ = x * star x * (star a * (a * y)) := by
      rw [star_mul]
      simp only [mul_assoc]
    _ = x * star x * (star a * b) := by rw [hy]
    _ = x * star (a * x) * b := by
      rw [star_mul]
      simp only [mul_assoc]
    _ = x * b := by rw [h.ax_star, ← mul_assoc, h.xax]
  have h0 : star (x * b) * (y - x * b) = 0 := calc
    _ = star (x * a * (x * b)) * (y - x * b) := by rw [hp]
    _ = star (x * b) * (x * a * (y - x * b)) := by
      rw [star_mul (x * a) (x * b), h.xa_star, mul_assoc (star (x * b)) (x * a)]
    _ = 0 := by rw [mul_sub, hxy, hp, sub_self, mul_zero]
  have h1 := star_pythagoras h0
  rwa [add_sub_cancel] at h1

/-- The complex matrix with rows `(1, 1)` and `(0, 0)` has the Penrose inverse with rows
`(1/2, 0)` and `(1/2, 0)`. -/
theorem penrose_witness :
    IsPenroseInverse (!![1, 1; 0, 0] : Matrix (Fin 2) (Fin 2) ℂ)
      !![1 / 2, 0; 1 / 2, 0] := by
  constructor <;> ext i j <;> fin_cases i <;> fin_cases j <;>
    norm_num [Matrix.mul_apply, Fin.sum_univ_two, Matrix.star_apply]

end PenroseInverse
```

```lean
#print axioms PenroseInverse.penrose_main
#print axioms PenroseInverse.penrose_from_gram
#print axioms PenroseInverse.least_squares
#print axioms PenroseInverse.minimal_norm
```

```
'PenroseInverse.penrose_main' depends on axioms: [propext]
'PenroseInverse.penrose_from_gram' depends on axioms: [propext]
'PenroseInverse.least_squares' depends on axioms: [propext, Quot.sound]
'PenroseInverse.minimal_norm' depends on axioms: [propext, Quot.sound]
```

## Four equations for a pseudo-inverse

A star ring is a ring, not necessarily commutative, with an operation $a \mapsto a^*$ that is additive, undoes itself when applied twice, and reverses products: $(ab)^* = b^*a^*$. In Lean this is the variable `R` with `[Ring R] [StarRing R]`, and $a^*$ is written `star a`. For square complex matrices of a fixed size, `star` is the conjugate transpose. Bounded operators on a Hilbert space, with the usual adjoint, are another example.

The statement `IsPenroseInverse a x` collects four equations:

$$axa = a,\qquad xax = x,\qquad (ax)^* = ax,\qquad (xa)^* = xa.$$

The first two say that $x$ undoes $a$ as far as a singular $a$ permits. The last two are the geometric part. For matrices, they make $ax$ the orthogonal projector onto the range of $a$, and $xa$ the orthogonal projector onto the orthogonal complement of its kernel. Without them the projectors could be oblique.

The theorem `penrose_main` assumes that $x$ satisfies the four equations for $a$ and concludes that

- every $y$ that also satisfies them equals $x$;
- $x^*$ is a Penrose inverse of $a^*$;
- $xx^*$ is a Penrose inverse of the Gram element $a^*a$;
- $ax$ and $xa$ are self-adjoint and idempotent.

Existence is a hypothesis, since an element of a general star ring need not have a Penrose inverse. The theorem `penrose_witness` supplies one concrete case, a singular and non-Hermitian complex matrix:

$$a=\begin{pmatrix}1&1\\0&0\end{pmatrix},\qquad x=\begin{pmatrix}1/2&0\\1/2&0\end{pmatrix}.$$

## What the ring elements stand for in a fit

In electronic-structure work, a linear fit in a finite basis with redundant functions leads to a singular least-squares problem, and the pseudo-inverse selects one solution; the identities here describe that solution for exact square matrices, without rounding or a cutoff on small singular values.

In `least_squares` and `minimal_norm` the right-hand side $b$ and the trial solution $y$ are ring elements too. For matrices, a column vector is represented by a square matrix that has the vector as its first column and zeros elsewhere. The first diagonal entry of $u^*u$ is then the squared length of the vector. A rectangular problem has to be padded with zero rows or columns before it fits the model.

A general star ring has no order, so the theorems state equalities between squares and not inequalities. The words "least" and "minimal" come back for complex matrices, where $u^*u$ is positive semidefinite and an added square cannot lower the total.

## Two candidates share their projectors

Let $x$ and $y$ both satisfy the equations for $a$. Insert $a = aya$ into $ax$, take the adjoint, and use the self-adjointness of both products:

$$ax = (ax)^* = \big((ay)(ax)\big)^* = (ax)^*(ay)^* = (ax)(ay) = (axa)y = ay.$$

The same argument on the other side gives

$$xa = (xa)^* = \big((xa)(ya)\big)^* = (ya)^*(xa)^* = (ya)(xa) = y(axa) = ya.$$

The two results combine into

$$x = xax = yax = yay = y.$$

The proof of `penrose_unique` follows these three lines. Its intermediate facts `h1` and `h2` are $ax = ay$ and $xa = ya$, and the last `calc` block is the final chain.

Idempotence takes one step on each side: $(ax)(ax) = (axa)x = ax$ and $(xa)(xa) = (xax)a = xa$. These steps appear at the end of `penrose_main`, which otherwise assembles the other theorems.

## Rebracketing before a rewrite

The proofs turn on the tactic `rw` used with `mul_assoc`. In Lean, `a * y * a` means `(a * y) * a`, and `rw` looks for an expression of that shape. The product `(a * y) * (a * x)` contains the same letters in the right order, but not the subexpression `a * y * a`, so the equation `k.axa` does not yet apply.

The rewrite `← mul_assoc (a * y) a x` moves the brackets and produces `a * y * a * x`. Now `k.axa` matches, and the product shrinks to `a * x`. The explicit arguments tell Lean which product to regroup. Where only the bracketing has to be tidied, `simp only [mul_assoc]` brings both sides to the same right-nested form. The order of the factors never changes in these steps; only `star_mul` reverses it.

## The adjoint and the Gram element

Taking adjoints of the first two equations gives $a^*x^*a^* = a^*$ and $x^*a^*x^* = x^*$. The remaining products are $a^*x^* = (xa)^* = xa$ and $x^*a^* = (ax)^* = ax$, which are self-adjoint. This is `penrose_adjoint`: the equations keep their form, while the two projectors change places.

For the Gram element, the key is the normal equation, proved as `normal_equation`:

$$a^*ax = a^*(ax)^* = (axa)^* = a^*.$$

Write $g = a^*a$ and $z = xx^*$. Then

$$gz = (a^*ax)x^* = a^*x^* = (xa)^* = xa,$$

$$zg = x(x^*a^*)a = x(ax)^*a = xaxa = xa.$$

Both products are the same self-adjoint element, which settles two of the four equations. The other two are

$$gzg = xa\,a^*a = (xa)^*a^*a = (axa)^*a = a^*a = g,$$

$$zgz = xa\,xx^* = (xax)x^* = xx^* = z.$$

In `penrose_gram`, the facts `hgz` and `hzg` record the two products, and the four goals opened by `refine` are then settled with their help.

Uniqueness turns this into a formula. If $z$ is any Penrose inverse of $a^*a$, then $z = xx^*$, and therefore

$$za^* = xx^*a^* = x(ax)^* = xax = x.$$

This is `penrose_from_gram`: the pseudo-inverse of $a$ is that of the self-adjoint element $a^*a$, multiplied on the right by $a^*$. The theorem takes the existence of $x$ as a hypothesis and does not derive it from that of $z$.

## Residuals and lengths split into squares

If $u^*v = 0$, then $v^*u = (u^*v)^* = 0$ as well. Both cross terms vanish, and

$$(u+v)^*(u+v) = u^*u + v^*v.$$

This identity, `star_pythagoras`, is used twice.

For least squares, let $r = axb - b$ be the residual of $xb$. The normal equation gives

$$a^*r = (a^*ax)b - a^*b = 0,$$

so $r$ is orthogonal to everything of the form $aw$: $(aw)^*r = w^*a^*r = 0$. For any trial solution $y$,

$$ay - b = a(y - xb) + r,$$

and Pythagoras yields

$$(ay-b)^*(ay-b) = r^*r + \big(a(y-xb)\big)^*\big(a(y-xb)\big).$$

In the proof of `least_squares`, `h0` is $a^*r = 0$, `h1` is the resulting orthogonality, and `h2` is the decomposition of the residual, which `noncomm_ring` checks.

For the length of the solution, let $y$ satisfy $a^*ay = a^*b$. The equations fix the part of $y$ that the projector $xa$ retains:

$$xay = x(ax)ay = x(ax)^*ay = xx^*a^*ay = xx^*a^*b = x(ax)^*b = xaxb = xb.$$

Since also $xa(xb) = xb$, the difference $y - xb$ is orthogonal to $xb$:

$$(xb)^*(y-xb) = (xa\,xb)^*(y-xb) = (xb)^*\,xa\,(y-xb) = (xb)^*(xb-xb) = 0.$$

Pythagoras with $u = xb$ and $v = y - xb$ gives

$$y^*y = (xb)^*(xb) + (y-xb)^*(y-xb).$$

The theorem `minimal_norm` names the steps `hp` for $xa(xb) = xb$, `hxy` for $xay = xb$, and `h0` for the orthogonality. The element $xb$ is itself a solution, because $a^*axb = a^*b$ by the normal equation.

## A second inverse when one symmetry is missing

Suppose that $(xa)^* = xa$ is no longer required. Take $a$ and $x$ from `penrose_witness`, and set

$$w = \begin{pmatrix}1&0\\0&0\end{pmatrix}.$$

Then $aw = w$, which is Hermitian, and $wa = a$. Hence $awa = wa = a$ and $waw = aw = w$, so $w$ satisfies the other three equations. Yet $w \neq x$, and uniqueness is lost. The missing equation does fail, because $wa = a$ is not Hermitian.

The cost shows in the length of the solution. For $b = w$, which represents the vector $(1,0)$, the element $wb = w$ represents the solution $(1,0)$ of squared length $1$. The Penrose inverse gives $xb = x$, which represents $(1/2,1/2)$ of squared length $1/2$. Both solve the problem without residual. The difference $(1/2,-1/2)$ lies in the kernel of $a$ and has squared length $1/2$, which accounts for the excess as `minimal_norm` requires.
